# Type-I and type-II flexoelectric tensors determine each other, and full cubic symmetry leaves three type-II coefficients

Take two axes, 0 and 1, and fix the polarization direction $a$. Let $u=\mu^{II}(a,1,0,0)$ and $v=\mu^{II}(a,0,0,1)=\mu^{II}(a,0,1,0)$ be the tensor components that multiply the strain gradients $\partial_1\varepsilon_{00}$ and $\partial_0\varepsilon_{01}$ in the polarization, where $\varepsilon_{01}$ and $\varepsilon_{10}$ are summed as separate terms. Rewritten as components that multiply second derivatives of the displacement, again with both orders of a mixed derivative summed and given equal coefficients, they become
$$\mu^{I}(a,0,0,1)=\tfrac12(u+v),\qquad \mu^{I}(a,1,0,0)=v .$$
Nothing is lost: $v$ is read off directly, and $u=2\mu^I(a,0,0,1)-\mu^I(a,1,0,0)$.

## Conversion and cubic symmetry by hand

Let $u_b$ now denote the displacement field, $G_{bcl}=\partial_c\partial_l u_b$ and $\partial_l\varepsilon_{bc}=\frac12(G_{bcl}+G_{cbl})$. Since $\mu^{II}(a,l,b,c)$ is symmetric in $b,c$, the two halves of the strain contribute equally to the flexoelectric polarization $P_a$:
$$P_a=\sum_{lbc}\mu^{II}(a,l,b,c)\,\partial_l\varepsilon_{bc}=\sum_{bcl}\mu^{II}(a,l,b,c)\,G_{bcl}.$$
Since $G_{bcl}=G_{blc}$, the coefficient may be averaged over $c\leftrightarrow l$, which gives
$$\mu^I(a,b,c,l)=\tfrac12\left[\mu^{II}(a,l,b,c)+\mu^{II}(a,c,b,l)\right].$$

To invert this, form $\mu^I(a,b,c,l)+\mu^I(a,c,l,b)-\mu^I(a,l,b,c)$, which equals
$$\tfrac12\left[\mu^{II}(a,l,b,c)+\mu^{II}(a,c,b,l)+\mu^{II}(a,b,c,l)+\mu^{II}(a,l,c,b)-\mu^{II}(a,c,l,b)-\mu^{II}(a,b,l,c)\right].$$
By pair symmetry the second and fifth terms cancel, as do the third and sixth, leaving $\mu^{II}(a,l,b,c)$. Conversely, for any pair-symmetric $\nu$, the tensor $\nu(a,b,c,l)+\nu(a,c,l,b)-\nu(a,l,b,c)$ is symmetric in $b,c$. Its conversion is
$$\tfrac12\left[\nu(a,b,c,l)+\nu(a,c,l,b)-\nu(a,l,b,c)+\nu(a,b,l,c)+\nu(a,l,c,b)-\nu(a,c,b,l)\right]=\nu(a,b,c,l),$$
so every type-I tensor is reached.

Now let $\mu$ be type II in three dimensions. Invariance under a permutation $\sigma$ of the axes with signs $s_i=\pm1$ reads
$$\mu(a,l,b,c)=s_as_ls_bs_c\,\mu(\sigma a,\sigma l,\sigma b,\sigma c).$$
If some axis occurs an odd number of times among $a,l,b,c$, reversing it gives $\mu(a,l,b,c)=-\mu(a,l,b,c)=0$. Otherwise the labels pair up, and permutations together with pair symmetry reduce the component to one of
$$L=\mu(0,0,0,0),\quad T=\mu(0,0,1,1),\quad S=\mu(0,1,0,1).$$
Conversely, any $L,T,S$ define an invariant tensor: permutations preserve equalities between labels, and signs cancel in pairs. The dimension is therefore 3.

For bulk linear response, the inversion formula converts a complete type-I tensor computed by density functional perturbation theory to type II without loss. A single type-II coefficient may need several type-I coefficients, as $u$ does in the opening example.

## Tensors and their conversion

In Lean 4 with Mathlib:

```lean
import Mathlib

open Finset

namespace Flexoelectricity

noncomputable section
```

Tensors are real functions of four indices, with no Voigt factors.

```lean
/-- Real rank-4 tensors with indices in `ι`. -/
abbrev Tensor (ι : Type*) := ι → ι → ι → ι → ℝ
```

Both types live in `PairSym`, but their slots mean different things. In type II they are polarization, gradient direction and strain pair; in type I, polarization, displacement component and two derivatives.

```lean
/-- The space of rank-4 tensors symmetric in their last pair of indices. -/
def PairSym (ι : Type*) : Submodule ℝ (Tensor ι) where
  carrier := {μ | ∀ a i j k, μ a i j k = μ a i k j}
  zero_mem' := fun _ _ _ _ => rfl
  add_mem' := fun h h' a i j k => congrArg₂ (· + ·) (h a i j k) (h' a i j k)
  smul_mem' := fun r _ h a i j k => congrArg (r * ·) (h a i j k)
```

`toTypeI` is the averaging formula, bundled with its linearity.

```lean
/-- The conversion from type II to type I:
`μI(a,b,c,l) = (μII(a,l,b,c) + μII(a,c,b,l)) / 2`. -/
def toTypeI {ι : Type*} : PairSym ι →ₗ[ℝ] PairSym ι where
  toFun μ := ⟨fun a b c l => (μ.1 a l b c + μ.1 a c b l) / 2,
    fun _ _ _ _ => congrArg (· / 2) (add_comm _ _)⟩
  map_add' μ ν := by
    apply Subtype.ext
    funext a b c l
    change ((μ.1 a l b c + ν.1 a l b c) + (μ.1 a c b l + ν.1 a c b l)) / 2
      = (μ.1 a l b c + μ.1 a c b l) / 2 + (ν.1 a l b c + ν.1 a c b l) / 2
    ring
  map_smul' r μ := by
    apply Subtype.ext
    funext a b c l
    change (r * μ.1 a l b c + r * μ.1 a c b l) / 2 = r * ((μ.1 a l b c + μ.1 a c b l) / 2)
    ring
```

## Equal polarization

```lean
/-- The strain gradient `∂_l ε_bc`, built from the second displacement gradient
`G b c l = ∂_c ∂_l u_b`. -/
def strainGradient (G : Fin 3 → Fin 3 → Fin 3 → ℝ) (l b c : Fin 3) : ℝ :=
  (G b c l + G c b l) / 2
```

`G` is any array of numbers; the hypothesis `hG` stands for the equality of mixed partial derivatives. The proof puts symmetric index pairs in a fixed order, expands the sums and compares them.

```lean
/-- The type-II tensor acting on the strain gradient and its type-I form acting on the second
displacement gradient, symmetric in its two derivatives, give the same polarization. -/
theorem polarization_eq (μ : PairSym (Fin 3)) (G : Fin 3 → Fin 3 → Fin 3 → ℝ)
    (hG : ∀ b c l, G b c l = G b l c) (a : Fin 3) :
    ∑ l, ∑ b, ∑ c, μ.1 a l b c * strainGradient G l b c
      = ∑ b, ∑ c, ∑ l, (toTypeI μ).1 a b c l * G b c l := by
  have t : ∀ b c l, (toTypeI μ).1 a b c l = (μ.1 a l b c + μ.1 a c b l) / 2 :=
    fun _ _ _ => rfl
  -- order each symmetric pair of indices, then compare the two sums
  have m1 : ∀ l, μ.1 a l 1 0 = μ.1 a l 0 1 := fun l => μ.2 a l 1 0
  have m2 : ∀ l, μ.1 a l 2 0 = μ.1 a l 0 2 := fun l => μ.2 a l 2 0
  have m3 : ∀ l, μ.1 a l 2 1 = μ.1 a l 1 2 := fun l => μ.2 a l 2 1
  have g1 : ∀ b, G b 1 0 = G b 0 1 := fun b => hG b 1 0
  have g2 : ∀ b, G b 2 0 = G b 0 2 := fun b => hG b 2 0
  have g3 : ∀ b, G b 2 1 = G b 1 2 := fun b => hG b 2 1
  simp only [t, strainGradient, Fin.sum_univ_three, m1, m2, m3, g1, g2, g3]
  ring
```

## Recovering type II

The three uses of `μ.2` in `linear_combination` are the pair symmetries of the hand calculation: two give the cancellations, and one identifies the two terms that remain.

```lean
/-- The type-II tensor is recovered from its type-I form by
`μII(a,l,b,c) = μI(a,b,c,l) + μI(a,c,l,b) - μI(a,l,b,c)`. -/
theorem typeII_eq {ι : Type*} (μ : PairSym ι) (a l b c : ι) :
    μ.1 a l b c = (toTypeI μ).1 a b c l + (toTypeI μ).1 a c l b - (toTypeI μ).1 a l b c := by
  change μ.1 a l b c = (μ.1 a l b c + μ.1 a c b l) / 2 + (μ.1 a b c l + μ.1 a l c b) / 2
    - (μ.1 a c l b + μ.1 a b l c) / 2
  linear_combination (μ.2 a l b c) / 2 - (μ.2 a c b l) / 2 - (μ.2 a b c l) / 2
```

Injectivity follows from this formula; surjectivity uses it to build a preimage. The index set `ι` is arbitrary.

```lean
/-- The conversion from type-II to type-I tensors is a bijection, in any dimension. -/
theorem toTypeI_bijective {ι : Type*} : Function.Bijective (toTypeI (ι := ι)) := by
  constructor
  · intro μ ν h
    apply Subtype.ext
    funext a l b c
    rw [typeII_eq μ a l b c, typeII_eq ν a l b c, h]
  · intro ν
    refine ⟨⟨fun a l b c => ν.1 a b c l + ν.1 a c l b - ν.1 a l b c, ?_⟩, ?_⟩
    · intro a l b c
      change ν.1 a b c l + ν.1 a c l b - ν.1 a l b c
        = ν.1 a c b l + ν.1 a b l c - ν.1 a l c b
      linear_combination ν.2 a b c l + ν.2 a c l b - ν.2 a l b c
    · apply Subtype.ext
      funext a b c l
      change ((ν.1 a b c l + ν.1 a c l b - ν.1 a l b c)
        + (ν.1 a b l c + ν.1 a l c b - ν.1 a c b l)) / 2 = ν.1 a b c l
      linear_combination (ν.2 a b l c) / 2 + (ν.2 a c l b) / 2 - (ν.2 a l b c) / 2
```

## The cubic group

`rotate` contracts a matrix with all four indices.

```lean
/-- The action of a 3 × 3 matrix on all four indices of a tensor. -/
def rotate (R : Matrix (Fin 3) (Fin 3) ℝ) : Tensor (Fin 3) →ₗ[ℝ] Tensor (Fin 3) where
  toFun μ := fun a l b c =>
    ∑ p, R a p * ∑ q, R l q * ∑ r, R b r * ∑ t, R c t * μ p q r t
  map_add' μ ν := by
    funext a l b c
    simp only [Pi.add_apply, mul_add, sum_add_distrib]
  map_smul' k μ := by
    funext a l b c
    simp only [Pi.smul_apply, smul_eq_mul, mul_sum, RingHom.id_apply]
    refine sum_congr rfl fun p _ => sum_congr rfl fun q _ =>
      sum_congr rfl fun r _ => sum_congr rfl fun t _ => ?_
    ring

/-- The matrix whose row `i` has the single entry `s i`, in column `σ i`; it is a signed
permutation matrix when every `s i` is `1` or `-1`. -/
def signedPerm (σ : Equiv.Perm (Fin 3)) (s : Fin 3 → ℝ) : Matrix (Fin 3) (Fin 3) ℝ :=
  Matrix.of fun i j => if j = σ i then s i else 0
```

`cubicTypeII` demands invariance under all 48 signed permutations, inversion included. Inversion acts trivially on a rank-4 tensor, so the cubic point groups 432 and -43m give the same space. The two remaining cubic point groups, 23 and m-3, allow five coefficients and are not covered.

```lean
/-- The type-II tensors invariant under all signed permutation matrices, the cubic group. -/
def cubicTypeII : Submodule ℝ (Tensor (Fin 3)) where
  carrier := {μ | μ ∈ PairSym (Fin 3) ∧ ∀ σ s, (∀ i, s i = 1 ∨ s i = -1) →
    rotate (signedPerm σ s) μ = μ}
  zero_mem' := ⟨Submodule.zero_mem _, fun _ _ _ => map_zero _⟩
  add_mem' := by
    rintro μ ν ⟨h, h'⟩ ⟨k, k'⟩
    exact ⟨Submodule.add_mem _ h k, fun σ s hs => by rw [map_add, h' σ s hs, k' σ s hs]⟩
  smul_mem' := by
    rintro r μ ⟨h, h'⟩
    exact ⟨Submodule.smul_mem _ r h, fun σ s hs => by rw [map_smul, h' σ s hs]⟩

/-- The tensor with longitudinal (`xxxx`), transverse (`xxyy`) and shear (`xyxy`, `xyyx`)
coefficients `L`, `T`, `S` for all axes `x ≠ y`, and all other components zero. -/
def cubicTensor (L T S : ℝ) : Tensor (Fin 3) := fun a l b c =>
  if a = l ∧ b = c then (if a = b then L else T)
  else if (a = b ∧ l = c) ∨ (a = c ∧ l = b) then S else 0
```

## Three coefficients suffice

Each row of a signed permutation has one nonzero entry, so the four sums collapse to the sign rule.

```lean
/-- A signed permutation matrix permutes the tensor components and multiplies them by signs. -/
theorem rotate_signedPerm (σ : Equiv.Perm (Fin 3)) (s : Fin 3 → ℝ) (μ : Tensor (Fin 3))
    (a l b c : Fin 3) : rotate (signedPerm σ s) μ a l b c
      = s a * (s l * (s b * (s c * μ (σ a) (σ l) (σ b) (σ c)))) := by
  simp [rotate, signedPerm, ite_mul]
```

For the converse construction, `hσ` says that permutations preserve the pattern of equal labels, and `hq` says $s_i^2=1$.

```lean
/-- Every choice of longitudinal, transverse and shear coefficients gives a type-II tensor
with cubic symmetry. -/
theorem cubicTensor_mem (L T S : ℝ) : cubicTensor L T S ∈ cubicTypeII := by
  refine ⟨?_, ?_⟩
  · intro a l b c
    simp only [cubicTensor]
    by_cases h : b = c
    · rw [h]
    · have h' : ¬ c = b := fun e => h e.symm
      simp only [h, h', and_false, if_false]
      simp only [or_comm]
  · intro σ s hs
    have hq : ∀ i, s i * s i = 1 := fun i => by rcases hs i with h | h <;> simp [h]
    funext a l b c
    have hσ : cubicTensor L T S (σ a) (σ l) (σ b) (σ c) = cubicTensor L T S a l b c := by
      simp only [cubicTensor, EmbeddingLike.apply_eq_iff_eq]
    rw [rotate_signedPerm, hσ]
    unfold cubicTensor
    -- in every nonzero component the signs occur in pairs
    by_cases h1 : a = l ∧ b = c
    · rw [if_pos h1, ← h1.1, ← h1.2]
      generalize (if a = b then L else T) = X
      linear_combination (s b * s b * X) * hq a + X * hq b
    · rw [if_neg h1]
      by_cases h2 : (a = b ∧ l = c) ∨ (a = c ∧ l = b)
      · rw [if_pos h2]
        rcases h2 with h | h <;> rw [← h.1, ← h.2] <;>
          linear_combination (s l * s l * S) * hq a + S * hq l
      · rw [if_neg h2]
        ring
```

The reflection argument needs an axis to reverse. `decide` finds one for every unpaired choice of labels by checking all cases.

```lean
/-- The sign of axis `i` under the reflection that reverses axis `m`. -/
def mirrorSign (m i : Fin 3) : ℤ := if i = m then -1 else 1

set_option maxRecDepth 20000 in
/-- If four axis labels do not pair up, some axis reflection reverses the sign of the
component they label. -/
theorem exists_mirror : ∀ a l b c : Fin 3, ¬(a = l ∧ b = c) →
    ¬((a = b ∧ l = c) ∨ (a = c ∧ l = b)) →
    ∃ m, mirrorSign m a * mirrorSign m l * mirrorSign m b * mirrorSign m c = -1 := by
  decide
```

The next proof follows the cases by hand: `hp` is permutation invariance, `hσ` moves axes 0 and 1 to any two distinct axes, and the last branch obtains $\mu=-\mu$ from a reflection.

```lean
/-- A type-II tensor with cubic symmetry is determined by its longitudinal, transverse and
shear coefficients. -/
theorem eq_cubicTensor {μ : Tensor (Fin 3)} (h : μ ∈ cubicTypeII) :
    μ = cubicTensor (μ 0 0 0 0) (μ 0 0 1 1) (μ 0 1 0 1) := by
  obtain ⟨hsym, hR⟩ := h
  have hc : ∀ (σ : Equiv.Perm (Fin 3)) (s : Fin 3 → ℝ), (∀ i, s i = 1 ∨ s i = -1) →
      ∀ a l b c : Fin 3,
        s a * (s l * (s b * (s c * μ (σ a) (σ l) (σ b) (σ c)))) = μ a l b c :=
    fun σ s hs a l b c => (rotate_signedPerm σ s μ a l b c).symm.trans (by rw [hR σ s hs])
  have hp : ∀ (σ : Equiv.Perm (Fin 3)) (a l b c : Fin 3),
      μ (σ a) (σ l) (σ b) (σ c) = μ a l b c := fun σ a l b c => by
    simpa using hc σ (fun _ => 1) (fun _ => Or.inl rfl) a l b c
  -- any two distinct axes can be moved to the first two
  have hσ : ∀ x y : Fin 3, x ≠ y → ∃ σ : Equiv.Perm (Fin 3), σ 0 = x ∧ σ 1 = y := by
    intro x y hxy
    refine ⟨Equiv.swap 0 x * Equiv.swap 1 (Equiv.swap 0 x y), ?_⟩
    revert x y
    decide
  funext a l b c
  unfold cubicTensor
  by_cases h1 : a = l ∧ b = c
  · rw [if_pos h1, ← h1.1, ← h1.2]
    by_cases h2 : a = b
    · rw [if_pos h2, ← h2]
      simpa using hp (Equiv.swap 0 a) 0 0 0 0
    · rw [if_neg h2]
      obtain ⟨σ, h0, h3⟩ := hσ a b h2
      rw [← h0, ← h3, hp σ]
  · rw [if_neg h1]
    by_cases h2 : (a = b ∧ l = c) ∨ (a = c ∧ l = b)
    · rw [if_pos h2]
      have hal : a ≠ l := by
        intro e
        rcases h2 with h | h
        · exact h1 ⟨e, h.1.symm.trans (e.trans h.2)⟩
        · exact h1 ⟨e, h.2.symm.trans (e.symm.trans h.1)⟩
      have hS : μ a l a l = μ 0 1 0 1 := by
        obtain ⟨σ, h0, h3⟩ := hσ a l hal
        rw [← h0, ← h3, hp σ]
      rcases h2 with h | h
      · rw [← h.1, ← h.2, hS]
      · rw [← h.1, ← h.2, hsym a l l a, hS]
    · -- a reflection reverses the component, which therefore vanishes
      rw [if_neg h2]
      obtain ⟨m, hm⟩ := exists_mirror a l b c h1 h2
      have hm' : (mirrorSign m a : ℝ) * mirrorSign m l * mirrorSign m b * mirrorSign m c
          = -1 := by exact_mod_cast hm
      have key := hc (Equiv.refl _) (fun i => (mirrorSign m i : ℝ))
        (fun i => by simp only [mirrorSign]; split_ifs <;> simp) a l b c
      simp only [Equiv.refl_apply] at key
      linear_combination (μ a l b c / 2) * hm' - key / 2
```

Reading off $(L,T,S)$ and rebuilding the tensor are inverse linear maps, which gives the dimension.

```lean
/-- The linear correspondence between cubic type-II tensors and their longitudinal, transverse
and shear coefficients. -/
def cubicEquiv : cubicTypeII ≃ₗ[ℝ] (Fin 3 → ℝ) where
  toFun μ := ![μ.1 0 0 0 0, μ.1 0 0 1 1, μ.1 0 1 0 1]
  map_add' μ ν := by
    ext i
    fin_cases i <;> rfl
  map_smul' r μ := by
    ext i
    fin_cases i <;> rfl
  invFun p := ⟨cubicTensor (p 0) (p 1) (p 2), cubicTensor_mem _ _ _⟩
  left_inv μ := Subtype.ext (eq_cubicTensor μ.2).symm
  right_inv p := by
    ext i
    fin_cases i <;> simp [cubicTensor]

/-- The type-II flexoelectric tensors with cubic symmetry form a space of dimension 3. -/
theorem finrank_cubicTypeII : Module.finrank ℝ cubicTypeII = 3 := by
  rw [cubicEquiv.finrank_eq, Module.finrank_fin_fun]

end

end Flexoelectricity
```

```lean
#print axioms Flexoelectricity.polarization_eq
#print axioms Flexoelectricity.toTypeI_bijective
#print axioms Flexoelectricity.eq_cubicTensor
#print axioms Flexoelectricity.finrank_cubicTypeII
```

```
'Flexoelectricity.polarization_eq' depends on axioms: [propext, Classical.choice, Quot.sound]
'Flexoelectricity.toTypeI_bijective' depends on axioms: [propext, Classical.choice, Quot.sound]
'Flexoelectricity.eq_cubicTensor' depends on axioms: [propext, Classical.choice, Quot.sound]
'Flexoelectricity.finrank_cubicTypeII' depends on axioms: [propext, Classical.choice, Quot.sound]
```
